# The azimuthal selection rule for real Gaunt coefficients

A program that tabulates Gaunt coefficients over real spherical harmonics can test the azimuthal orders first and skip the polar integral whenever the azimuthal one is zero. The test concerns

$$I=\int_0^{2\pi} f_1(\varphi)\,f_2(\varphi)\,f_3(\varphi)\,d\varphi ,$$

where each $f_i$ is $\cos(m_i\varphi)$ or $\sin(m_i\varphi)$ and $m_i$ is a natural number, zero included. The integral vanishes if the number of sines is odd, or if no order equals the sum of the other two. In the multipole expansion of a one-centre Coulomb integral over real atomic orbitals, each term contains a product of two Gaunt coefficients, and the term drops out if either of them vanishes.

## Three factors and their integral

In the usual labelling of real harmonics by a signed order, the sign selects cosine or sine. Here a two-valued type carries that choice, and the order itself is never negative.

```lean
import Mathlib

open scoped Real

namespace AzimuthalGauntRule

/-- The two kinds of real azimuthal function. -/
inductive Trig
  | cosine
  | sine
```

Let $s_i$ be 1 if $f_i$ is a sine and 0 if it is a cosine.

```lean
/-- The number of sines (zero or one) that a factor contributes. -/
def Trig.sines : Trig → ℕ
  | .cosine => 0
  | .sine => 1
```

The factors are unnormalised. Normalisation over the circle divides by $\sqrt{\pi}$ for $m>0$ and by $\sqrt{2\pi}$ for the constant $m=0$ cosine, which does not affect whether $I$ is zero.

```lean
/-- The azimuthal function `cos (m φ)` or `sin (m φ)`, chosen by the kind. -/
noncomputable def factor : Trig → ℕ → ℝ → ℝ
  | .cosine, m, φ => Real.cos (m * φ)
  | .sine, m, φ => Real.sin (m * φ)
```

In `azimuthalGaunt` the arguments `k₁ k₂ k₃` are the kinds of the factors and `m₁ m₂ m₃` their orders. The polar integral is absent; it can vanish even when $I$ does not.

```lean
/-- The integral of the product of three azimuthal functions `cos (m φ)` or `sin (m φ)` over a full
turn. -/
noncomputable def azimuthalGaunt (k₁ k₂ k₃ : Trig) (m₁ m₂ m₃ : ℕ) : ℝ :=
  ∫ φ in (0 : ℝ)..(2 * π), factor k₁ m₁ φ * factor k₂ m₂ φ * factor k₃ m₃ φ
```

## Reflection removes an odd number of sines

Since $m$ is an integer, $\cos(m(2\pi-\varphi))=\cos(m\varphi)$ and $\sin(m(2\pi-\varphi))=-\sin(m\varphi)$. Hence $f_i(2\pi-\varphi)=(-1)^{s_i}f_i(\varphi)$.

```lean
/-- Under the reflection `φ → 2π - φ` a cosine factor is even and a sine factor is odd. -/
theorem factor_reflect (k : Trig) (m : ℕ) (φ : ℝ) :
    factor k m (2 * π - φ) = (-1) ^ k.sines * factor k m φ := by
  cases k
  · simp only [factor, Trig.sines, mul_sub, Real.cos_nat_mul_two_pi_sub, pow_zero, one_mul]
  · simp only [factor, Trig.sines, mul_sub, Real.sin_nat_mul_two_pi_sub, pow_one, neg_mul,
      one_mul]
```

Substituting $\varphi\to2\pi-\varphi$ leaves the integral over a full turn unchanged, while the integrand acquires the product of the three signs:

$$I=(-1)^{s_1+s_2+s_3}I .$$

For an odd exponent $I=-I$, so $I=0$. In the proof, `key` is the sign change of the integrand and `h` is the substitution.

```lean
/-- The integral vanishes by reflection symmetry when the number of sine factors is odd. -/
theorem azimuthalGaunt_eq_zero_of_odd (k₁ k₂ k₃ : Trig) (m₁ m₂ m₃ : ℕ)
    (ho : Odd (k₁.sines + k₂.sines + k₃.sines)) :
    azimuthalGaunt k₁ k₂ k₃ m₁ m₂ m₃ = 0 := by
  -- the integrand changes sign under the reflection
  have key : ∀ φ : ℝ, factor k₁ m₁ (2 * π - φ) * factor k₂ m₂ (2 * π - φ) *
      factor k₃ m₃ (2 * π - φ) = -(factor k₁ m₁ φ * factor k₂ m₂ φ * factor k₃ m₃ φ) := by
    intro φ
    rw [factor_reflect, factor_reflect, factor_reflect]
    linear_combination (factor k₁ m₁ φ * factor k₂ m₂ φ * factor k₃ m₃ φ) *
      (ho.neg_one_pow : (-1 : ℝ) ^ (k₁.sines + k₂.sines + k₃.sines) = -1)
  -- while the integral over a full turn does not
  have h := intervalIntegral.integral_comp_sub_left (a := 0) (b := 2 * π)
    (fun φ : ℝ => factor k₁ m₁ φ * factor k₂ m₂ φ * factor k₃ m₃ φ) (2 * π)
  simp only [key, intervalIntegral.integral_neg, sub_self, sub_zero] at h
  unfold azimuthalGaunt
  linarith
```

## Only zero frequency survives a full turn

For an integer frequency $k\neq0$,

$$\int_0^{2\pi}\cos(k\varphi)\,d\varphi=\frac{\sin(2\pi k)}{k}=0,$$

and for $k=0$ the integrand is 1 and the integral is $2\pi$.

```lean
/-- Over a full turn `cos (k φ)` with integer `k` integrates to `2π` if `k = 0` and to zero
otherwise. -/
theorem integral_cos_int (k : ℤ) :
    ∫ φ in (0 : ℝ)..(2 * π), Real.cos (k * φ) = if k = 0 then 2 * π else 0 := by
  by_cases hk : k = 0
  · subst hk
    simp
  · have hk' : (k : ℝ) ≠ 0 := by exact_mod_cast hk
    have hs : Real.sin ((k : ℝ) * (2 * π)) = 0 := by
      rw [show (k : ℝ) * (2 * π) = ((2 * k : ℤ) : ℝ) * π by push_cast; ring]
      exact Real.sin_int_mul_pi _
    rw [if_neg hk, intervalIntegral.integral_comp_mul_left (fun x => Real.cos x) hk',
      integral_cos, hs]
    simp
```

By linearity, a combination of four such cosines integrates term by term.

```lean
/-- The integral of a combination of four cosines of integer frequency, term by term. -/
theorem integral_four_cos (a b c d : ℝ) (p q r s : ℤ) :
    ∫ φ in (0 : ℝ)..(2 * π), (a * Real.cos (p * φ) + b * Real.cos (q * φ) +
      c * Real.cos (r * φ) + d * Real.cos (s * φ)) =
    a * (if p = 0 then 2 * π else 0) + b * (if q = 0 then 2 * π else 0) +
      c * (if r = 0 then 2 * π else 0) + d * (if s = 0 then 2 * π else 0) := by
  rw [intervalIntegral.integral_add, intervalIntegral.integral_add,
    intervalIntegral.integral_add]
  · simp only [intervalIntegral.integral_const_mul, integral_cos_int]
  all_goals exact Continuous.intervalIntegrable (by fun_prop) _ _
```

## Closed values from product-to-sum identities

Multiplying $\cos a\cos b=\tfrac12[\cos(a+b)+\cos(a-b)]$ by $\cos c$ and applying the identity again gives

$$\cos a\cos b\cos c=\tfrac14[\cos(a+b+c)+\cos(a+b-c)+\cos(a-b+c)+\cos(a-b-c)].$$

With $a=m_1\varphi$, $b=m_2\varphi$, $c=m_3\varphi$, each term of zero frequency contributes $\tfrac14\cdot2\pi=\pi/2$. The frequencies vanish when, in order, $m_1+m_2+m_3=0$, $m_1+m_2=m_3$, $m_1+m_3=m_2$ and $m_2+m_3=m_1$. Lean checks the identity `h` by expanding its right-hand side with the addition theorems, and `omega` translates the conditions from integers to natural numbers.

```lean
/-- The value for three cosines, in units of `π / 2`. -/
theorem azimuthalGaunt_cos_cos_cos (m₁ m₂ m₃ : ℕ) :
    azimuthalGaunt .cosine .cosine .cosine m₁ m₂ m₃ = π / 2 *
      ((if m₁ + m₂ + m₃ = 0 then 1 else 0) + (if m₁ + m₂ = m₃ then 1 else 0) +
        (if m₁ + m₃ = m₂ then 1 else 0) + (if m₂ + m₃ = m₁ then 1 else 0)) := by
  have h : ∀ φ : ℝ, factor .cosine m₁ φ * factor .cosine m₂ φ * factor .cosine m₃ φ =
      1 / 4 * Real.cos (((m₁ + m₂ + m₃ : ℤ) : ℝ) * φ) +
      1 / 4 * Real.cos (((m₁ + m₂ - m₃ : ℤ) : ℝ) * φ) +
      1 / 4 * Real.cos (((m₁ - m₂ + m₃ : ℤ) : ℝ) * φ) +
      1 / 4 * Real.cos (((m₁ - m₂ - m₃ : ℤ) : ℝ) * φ) := by
    intro φ
    simp only [factor]
    push_cast
    simp only [add_mul, sub_mul, Real.cos_add, Real.cos_sub, Real.sin_add, Real.sin_sub]
    ring
  unfold azimuthalGaunt
  simp_rw [h]
  rw [integral_four_cos]
  simp only [show ((m₁ : ℤ) + m₂ + m₃ = 0) ↔ m₁ + m₂ + m₃ = 0 by omega,
    show ((m₁ : ℤ) + m₂ - m₃ = 0) ↔ m₁ + m₂ = m₃ by omega,
    show ((m₁ : ℤ) - m₂ + m₃ = 0) ↔ m₁ + m₃ = m₂ by omega,
    show ((m₁ : ℤ) - m₂ - m₃ = 0) ↔ m₂ + m₃ = m₁ by omega]
  split_ifs <;> ring
```

For two sines, $\sin a\sin b=\tfrac12[\cos(a-b)-\cos(a+b)]$, so the first two terms change sign:

$$\sin a\sin b\cos c=\tfrac14[-\cos(a+b+c)-\cos(a+b-c)+\cos(a-b+c)+\cos(a-b-c)].$$

```lean
/-- The value for two sines and a cosine, in units of `π / 2`. -/
theorem azimuthalGaunt_sin_sin_cos (m₁ m₂ m₃ : ℕ) :
    azimuthalGaunt .sine .sine .cosine m₁ m₂ m₃ = π / 2 *
      (-(if m₁ + m₂ + m₃ = 0 then 1 else 0) - (if m₁ + m₂ = m₃ then 1 else 0) +
        (if m₁ + m₃ = m₂ then 1 else 0) + (if m₂ + m₃ = m₁ then 1 else 0)) := by
  have h : ∀ φ : ℝ, factor .sine m₁ φ * factor .sine m₂ φ * factor .cosine m₃ φ =
      (-1 / 4) * Real.cos (((m₁ + m₂ + m₃ : ℤ) : ℝ) * φ) +
      (-1 / 4) * Real.cos (((m₁ + m₂ - m₃ : ℤ) : ℝ) * φ) +
      1 / 4 * Real.cos (((m₁ - m₂ + m₃ : ℤ) : ℝ) * φ) +
      1 / 4 * Real.cos (((m₁ - m₂ - m₃ : ℤ) : ℝ) * φ) := by
    intro φ
    simp only [factor]
    push_cast
    simp only [add_mul, sub_mul, Real.cos_add, Real.cos_sub, Real.sin_add, Real.sin_sub]
    ring
  unfold azimuthalGaunt
  simp_rw [h]
  rw [integral_four_cos]
  simp only [show ((m₁ : ℤ) + m₂ + m₃ = 0) ↔ m₁ + m₂ + m₃ = 0 by omega,
    show ((m₁ : ℤ) + m₂ - m₃ = 0) ↔ m₁ + m₂ = m₃ by omega,
    show ((m₁ : ℤ) - m₂ + m₃ = 0) ↔ m₁ + m₃ = m₂ by omega,
    show ((m₁ : ℤ) - m₂ - m₃ = 0) ↔ m₂ + m₃ = m₁ by omega]
  split_ifs <;> ring
```

When all orders are zero, three cosines give $4\cdot\pi/2=2\pi$, or $1/\sqrt{2\pi}$ after normalisation. With two sines the four terms cancel, as they must, because $\sin(0\cdot\varphi)$ is identically zero.

## When the integral is nonzero

For three cosines all contributions are non-negative, so $I\neq0$ exactly when one order is the sum of the other two; the all-zero case is included.

For two sines of orders $m_1,m_2$ and a cosine of order $m_3$, a zero sine order gives $I=0$. If $m_1,m_2>0$, the first condition fails, and $m_1+m_2=m_3$ excludes the two positive contributions. Nothing can cancel, and again $I\neq0$ exactly when one order is the sum of the other two.

These are `ccc` and `ssc`, where `split_ifs` runs through the conditions and `omega` settles the arithmetic. Reordering the factors (`css`, `scs`) covers the other placements of the sines, and reflection covers odd counts.

```lean
/-- Complete azimuthal rule: the integral is nonzero exactly when the number of sines is even,
one order is the sum of the other two, and no sine factor has order zero. -/
theorem azimuthalGaunt_ne_zero_iff (k₁ k₂ k₃ : Trig) (m₁ m₂ m₃ : ℕ) :
    azimuthalGaunt k₁ k₂ k₃ m₁ m₂ m₃ ≠ 0 ↔
      Even (k₁.sines + k₂.sines + k₃.sines) ∧
      (m₁ = m₂ + m₃ ∨ m₂ = m₁ + m₃ ∨ m₃ = m₁ + m₂) ∧
      (k₁ = .sine → m₁ ≠ 0) ∧ (k₂ = .sine → m₂ ≠ 0) ∧ (k₃ = .sine → m₃ ≠ 0) := by
  have hπ : π / 2 ≠ 0 := by positivity
  have ccc : azimuthalGaunt .cosine .cosine .cosine m₁ m₂ m₃ ≠ 0 ↔
      (m₁ = m₂ + m₃ ∨ m₂ = m₁ + m₃ ∨ m₃ = m₁ + m₂) := by
    rw [azimuthalGaunt_cos_cos_cos, ne_eq, mul_eq_zero, or_iff_right hπ]
    split_ifs <;> norm_num <;> omega
  have ssc : ∀ a b c : ℕ, azimuthalGaunt .sine .sine .cosine a b c ≠ 0 ↔
      (a = b + c ∨ b = a + c ∨ c = a + b) ∧ a ≠ 0 ∧ b ≠ 0 := by
    intro a b c
    rw [azimuthalGaunt_sin_sin_cos, ne_eq, mul_eq_zero, or_iff_right hπ]
    split_ifs <;> norm_num <;> omega
  -- the other placements of the two sines are permutations of the factors
  have css : azimuthalGaunt .cosine .sine .sine m₁ m₂ m₃ =
      azimuthalGaunt .sine .sine .cosine m₂ m₃ m₁ := by
    unfold azimuthalGaunt
    congr 1
    funext φ
    ring
  have scs : azimuthalGaunt .sine .cosine .sine m₁ m₂ m₃ =
      azimuthalGaunt .sine .sine .cosine m₁ m₃ m₂ := by
    unfold azimuthalGaunt
    congr 1
    funext φ
    ring
  rcases Nat.even_or_odd (k₁.sines + k₂.sines + k₃.sines) with he | ho
  · cases k₁ <;> cases k₂ <;> cases k₃
    · rw [ccc]
      simp only [he, true_and, reduceCtorEq, false_imp_iff, and_true]
    · exact absurd he (by decide)
    · exact absurd he (by decide)
    · rw [css, ssc]
      simp only [he, true_and, reduceCtorEq, false_imp_iff, true_imp_iff]
      omega
    · exact absurd he (by decide)
    · rw [scs, ssc]
      simp only [he, true_and, reduceCtorEq, false_imp_iff, true_imp_iff]
      omega
    · rw [ssc]
      simp only [he, true_and, reduceCtorEq, false_imp_iff, true_imp_iff, and_true]
    · exact absurd he (by decide)
  · exact ⟨fun h => absurd (azimuthalGaunt_eq_zero_of_odd k₁ k₂ k₃ m₁ m₂ m₃ ho) h,
      fun h => absurd h.1 (Nat.not_even_iff_odd.2 ho)⟩
```

The selection rule follows by contradiction: if $I\neq0$, the number of sines is even and some order is the sum of the other two, which contradicts either alternative in the hypothesis `h`.

```lean
/-- Azimuthal selection rule of real Gaunt coefficients: the integral vanishes if the number of
sines is odd or if no order equals the sum of the other two. -/
theorem azimuthal_selection_rule (k₁ k₂ k₃ : Trig) (m₁ m₂ m₃ : ℕ)
    (h : Odd (k₁.sines + k₂.sines + k₃.sines) ∨
      (m₁ ≠ m₂ + m₃ ∧ m₂ ≠ m₁ + m₃ ∧ m₃ ≠ m₁ + m₂)) :
    azimuthalGaunt k₁ k₂ k₃ m₁ m₂ m₃ = 0 := by
  by_contra hne
  obtain ⟨he, hm, -⟩ := (azimuthalGaunt_ne_zero_iff k₁ k₂ k₃ m₁ m₂ m₃).1 hne
  rcases h with ho | hn
  · exact Nat.not_even_iff_odd.2 ho he
  · omega

end AzimuthalGauntRule
```

```lean
#print axioms AzimuthalGauntRule.azimuthal_selection_rule
```

```
'AzimuthalGauntRule.azimuthal_selection_rule' depends on axioms: [propext, Classical.choice, Quot.sound]
```
